# The ground energy of one free particle on a flux-threaded ring has cusps exactly at half-integer flux

A charged particle moves freely on a ring, and a magnetic flux passes through the hole. The flux shifts the energy of each angular-momentum state, and the slope of the ground energy gives, up to sign and units, the persistent current. As the flux grows, a different state becomes lowest. Does the slope survive the change?

Let f be the flux in units of the flux quantum h/q, where q is the charge of the particle; let θ be the angle and n the integer angular momentum in units of ħ. Energies are in units of ħ²/(mass × radius²).

```lean
import Mathlib

open Set Filter Topology

namespace RingFluxGroundEnergy

noncomputable section
```

These lines load the mathematical library Mathlib and open a namespace for the definitions.

```lean
/-- The kinetic momentum `-i d/dθ - f` on a ring threaded by flux `f`. -/
def kineticMomentum (f : ℝ) (ψ : ℝ → ℂ) : ℝ → ℂ :=
  fun θ => -Complex.I * deriv ψ θ - (f : ℂ) * ψ θ
```

`ψ : ℝ → ℂ` is a complex function of a real angle. The definition reads

Kψ = −i dψ/dθ − fψ.

```lean
/-- The ring Hamiltonian: half the square of the kinetic momentum. -/
def ringHamiltonian (f : ℝ) (ψ : ℝ → ℂ) : ℝ → ℂ :=
  fun θ => 1 / 2 * kineticMomentum f (kineticMomentum f ψ) θ
```

The Hamiltonian is H = K²/2: kinetic energy only, for one spinless particle without disorder or interactions.

```lean
/-- The plane wave `exp (i n θ)` with integer angular momentum `n`. -/
def planeWave (n : ℤ) : ℝ → ℂ :=
  fun θ => Complex.exp (Complex.I * (n : ℂ) * (θ : ℂ))
```

This is exp(inθ). The type `ℤ` makes n an integer, so the wave closes on itself after a full turn; periodicity is not imposed on general ψ.

```lean
/-- The energy `(n - f)² / 2` of angular momentum `n` at flux `f`. -/
def level (n : ℤ) (f : ℝ) : ℝ := ((n : ℝ) - f) ^ 2 / 2
```

This is the energy Eₙ(f) = (n − f)²/2.

```lean
/-- The ground energy at flux `f`: the infimum of the levels over all integers. -/
def groundEnergy (f : ℝ) : ℝ := ⨅ n : ℤ, level n f
```

The symbol `⨅` denotes an infimum, here over all integers n. The ground energy E(f) is thus defined from the plane-wave levels. Another model would define it as the bottom of the spectrum of a self-adjoint operator on square-integrable functions on the circle. The formula in terms of levels would then be a theorem, requiring an operator domain and the completeness of the plane waves.

```lean
/-- The kinetic momentum multiplies a plane wave of amplitude `c` by `n - f`. -/
theorem kineticMomentum_planeWave (f : ℝ) (n : ℤ) (c : ℂ) :
    kineticMomentum f (fun θ => c * planeWave n θ) =
      fun θ => c * ((n : ℂ) - f) * planeWave n θ := by
  funext θ
  have h0 : HasDerivAt (fun t : ℝ => Complex.I * (n : ℂ) * (t : ℂ))
      (Complex.I * (n : ℂ)) θ :=
    ((hasDerivAt_id' θ).ofReal_comp.const_mul (Complex.I * (n : ℂ))).congr_deriv (by simp)
  have h : HasDerivAt (fun t : ℝ => c * planeWave n t)
      (c * (planeWave n θ * (Complex.I * (n : ℂ)))) θ := h0.cexp.const_mul c
  show -Complex.I * deriv (fun t : ℝ => c * planeWave n t) θ
    - (f : ℂ) * (c * planeWave n θ) = c * ((n : ℂ) - f) * planeWave n θ
  rw [h.deriv]
  linear_combination (-(c * (n : ℂ) * planeWave n θ)) * Complex.I_sq
```

For any complex amplitude c,

K(c exp(inθ)) = −i · in · c exp(inθ) − f c exp(inθ) = c(n − f) exp(inθ).

Lean obtains the derivative from the chain rule, and `linear_combination` finishes with i² = −1. The amplitude allows the result to be applied twice.

```lean
/-- Each plane wave is an eigenfunction of the ring Hamiltonian with energy `level n f`. -/
theorem ringHamiltonian_planeWave (f : ℝ) (n : ℤ) :
    ringHamiltonian f (planeWave n) = fun θ => (level n f : ℂ) * planeWave n θ := by
  have h1 : kineticMomentum f (planeWave n) =
      fun θ => ((n : ℂ) - f) * planeWave n θ := by
    simpa using kineticMomentum_planeWave f n 1
  funext θ
  show 1 / 2 * kineticMomentum f (kineticMomentum f (planeWave n)) θ = _
  rw [h1, kineticMomentum_planeWave f n ((n : ℂ) - f)]
  unfold level
  push_cast
  ring
```

Applying K twice gives (n − f)², and the factor 1/2 gives

H exp(inθ) = Eₙ(f) exp(inθ).

```lean
/-- If `n` is within one half of the flux, the ground energy is the level of `n`. -/
theorem groundEnergy_eq_level {f : ℝ} {n : ℤ} (h : |f - n| ≤ 1 / 2) :
    groundEnergy f = level n f := by
  obtain ⟨h1, h2⟩ := abs_le.mp h
  apply le_antisymm
  · refine ciInf_le ⟨0, ?_⟩ n
    rintro _ ⟨m, rfl⟩
    show 0 ≤ ((m : ℝ) - f) ^ 2 / 2
    positivity
  · refine le_ciInf fun m => ?_
    unfold level
    -- any other integer is at least one unit away from `n`
    rcases lt_trichotomy m n with hm | hm | hm
    · have hc : (m : ℝ) + 1 ≤ n := by exact_mod_cast hm
      have ha : 0 ≤ (n : ℝ) - m := by linarith
      have hb : 0 ≤ 2 * f - m - n := by linarith
      nlinarith [mul_nonneg ha hb]
    · rw [hm]
    · have hc : (n : ℝ) + 1 ≤ m := by exact_mod_cast hm
      have ha : 0 ≤ (m : ℝ) - n := by linarith
      have hb : 0 ≤ (m : ℝ) + n - 2 * f := by linarith
      nlinarith [mul_nonneg ha hb]
```

The hypothesis `h` says |f − n| ≤ 1/2; the conclusion is E(f) = Eₙ(f). For any other integer m,

Eₘ(f) − Eₙ(f) = (m − n)(m + n − 2f)/2.

If m ≥ n + 1, then m + n − 2f ≥ 2(n − f) + 1 ≥ 0, so both factors are nonnegative. If m ≤ n − 1, both are nonpositive. Level n is therefore lowest. The three cases in Lean are m < n, m = n and m > n, and `nlinarith` uses the product of the two factors.

```lean
/-- The ground energy is attained: it is the least of the levels. -/
theorem groundEnergy_isLeast (f : ℝ) :
    IsLeast (range fun n : ℤ => level n f) (groundEnergy f) := by
  refine ⟨⟨round f, (groundEnergy_eq_level (abs_sub_round f)).symm⟩, ?_⟩
  rintro _ ⟨m, rfl⟩
  refine ciInf_le ⟨0, ?_⟩ m
  rintro _ ⟨k, rfl⟩
  show 0 ≤ ((k : ℝ) - f) ^ 2 / 2
  positivity
```

`IsLeast` says that E(f) is itself one of the levels and that no level lies below it. The integer `round f` is within 1/2 of f, so the previous theorem supplies the level that attains the infimum.

```lean
/-- The ground energy is periodic in the flux with period one. -/
theorem groundEnergy_periodic : Function.Periodic groundEnergy 1 := by
  intro f
  have h := abs_sub_round f
  have h' : |f + 1 - ((round f + 1 : ℤ) : ℝ)| ≤ 1 / 2 := by
    have e : f + 1 - ((round f + 1 : ℤ) : ℝ) = f - round f := by push_cast; ring
    rw [e]
    exact h
  rw [groundEnergy_eq_level h', groundEnergy_eq_level h]
  unfold level
  push_cast
  ring
```

If n is nearest to f, then n + 1 is within 1/2 of f + 1, and

E(f + 1) = (n + 1 − f − 1)²/2 = E(f).

```lean
/-- The ground energy is at most `1/8`, with equality exactly when `f - 1/2` is an integer. -/
theorem groundEnergy_le (f : ℝ) :
    groundEnergy f ≤ 1 / 8 ∧ (groundEnergy f = 1 / 8 ↔ ∃ k : ℤ, f - 1 / 2 = k) := by
  have h := abs_sub_round f
  obtain ⟨h1, h2⟩ := abs_le.mp h
  refine ⟨?_, ?_, ?_⟩
  · rw [groundEnergy_eq_level h]
    unfold level
    nlinarith
  · intro he
    rw [groundEnergy_eq_level h] at he
    unfold level at he
    have hp : (f - round f - 1 / 2) * (f - round f + 1 / 2) = 0 := by
      linear_combination 2 * he
    rcases mul_eq_zero.mp hp with h3 | h3
    · exact ⟨round f, by linarith⟩
    · exact ⟨round f - 1, by push_cast; linarith⟩
  · rintro ⟨k, hk⟩
    have e : f - k = 1 / 2 := by linarith
    have hk' : |f - k| ≤ 1 / 2 := by rw [e]; norm_num
    rw [groundEnergy_eq_level hk']
    unfold level
    have e' : (k : ℝ) - f = -(1 / 2) := by linarith
    rw [e']
    norm_num
```

Put d = f − `round f`. Then |d| ≤ 1/2 and E(f) = d²/2 ≤ 1/8. Equality means (d − 1/2)(d + 1/2) = 0, so f − 1/2 is an integer. Conversely, f = k + 1/2 with k an integer gives E(f) = (1/2)²/2 = 1/8.

```lean
/-- The energy of a fixed angular momentum `n` has slope `f - n` in the flux. -/
theorem level_hasDerivAt (n : ℤ) (f : ℝ) : HasDerivAt (level n) (f - n) f := by
  have e : level n = fun x : ℝ => ((n : ℝ) - x) * ((n : ℝ) - x) / 2 := by
    funext x
    unfold level
    ring
  have h := (hasDerivAt_id' f).const_sub (n : ℝ)
  rw [e]
  exact ((h.fun_mul h).div_const 2).congr_deriv (by ring)
```

`HasDerivAt` states that the derivative exists and gives its value:

dEₙ/df = −(n − f) = f − n.

This agrees with the Hellmann–Feynman expectation of ∂H/∂f = −K in the plane wave n.

```lean
/-- At flux `k + 1/2` the ground energy has left derivative `1/2` and right
derivative `-1/2`. -/
theorem groundEnergy_cusp (k : ℤ) :
    HasDerivWithinAt groundEnergy (1 / 2) (Iic ((k : ℝ) + 1 / 2)) ((k : ℝ) + 1 / 2) ∧
    HasDerivWithinAt groundEnergy (-(1 / 2)) (Ici ((k : ℝ) + 1 / 2)) ((k : ℝ) + 1 / 2) := by
  constructor
  · -- just to the left of the crossing, the ground energy is level `k`
    have hd := ((level_hasDerivAt k ((k : ℝ) + 1 / 2)).congr_deriv
      (show (k : ℝ) + 1 / 2 - k = 1 / 2 by ring)).hasDerivWithinAt
        (s := Iic ((k : ℝ) + 1 / 2))
    refine hd.congr_of_eventuallyEq ?_ (groundEnergy_eq_level ?_)
    · filter_upwards [self_mem_nhdsWithin, mem_nhdsWithin_of_mem_nhds
        (Ioi_mem_nhds (show (k : ℝ) < k + 1 / 2 by linarith))] with x hx hx'
      have a : x ≤ (k : ℝ) + 1 / 2 := hx
      have b : (k : ℝ) < x := hx'
      exact groundEnergy_eq_level (abs_le.mpr ⟨by linarith, by linarith⟩)
    · exact abs_le.mpr ⟨by linarith, by linarith⟩
  · -- just to the right of the crossing, the ground energy is level `k + 1`
    have hd := ((level_hasDerivAt (k + 1) ((k : ℝ) + 1 / 2)).congr_deriv
      (show (k : ℝ) + 1 / 2 - ((k + 1 : ℤ) : ℝ) = -(1 / 2) by
        push_cast; ring)).hasDerivWithinAt (s := Ici ((k : ℝ) + 1 / 2))
    refine hd.congr_of_eventuallyEq ?_ (groundEnergy_eq_level ?_)
    · filter_upwards [self_mem_nhdsWithin, mem_nhdsWithin_of_mem_nhds
        (Iio_mem_nhds (show (k : ℝ) + 1 / 2 < k + 1 by linarith))] with x hx hx'
      have a : (k : ℝ) + 1 / 2 ≤ x := hx
      have b : x < (k : ℝ) + 1 := hx'
      exact groundEnergy_eq_level
        (abs_le.mpr ⟨by push_cast; linarith, by push_cast; linarith⟩)
    · exact abs_le.mpr ⟨by push_cast; linarith, by push_cast; linarith⟩
```

`Iic` and `Ici` are the closed half-lines to the left and right of a point. For k < x ≤ k + 1/2, level k is lowest, with slope 1/2 at the crossing. For k + 1/2 ≤ x < k + 1, level k + 1 is lowest, with slope

k + 1/2 − (k + 1) = −1/2.

Lean transfers each slope to E because E and the level agree on that side near the crossing.

```lean
/-- The ground energy is differentiable at `f` exactly when `f - 1/2` is not an integer,
and its derivative is then `f - n` with `n` the integer nearest to `f`. -/
theorem groundEnergy_differentiableAt_iff (f : ℝ) :
    (DifferentiableAt ℝ groundEnergy f ↔ ∀ k : ℤ, f - 1 / 2 ≠ k) ∧
    ((∀ k : ℤ, f - 1 / 2 ≠ k) → HasDerivAt groundEnergy (f - round f) f) := by
  have key : (∀ k : ℤ, f - 1 / 2 ≠ k) → HasDerivAt groundEnergy (f - round f) f := by
    intro hf
    have hlt : |f - round f| < 1 / 2 := by
      refine lt_of_le_of_ne (abs_sub_round f) fun h => ?_
      rcases eq_or_eq_neg_of_abs_eq h with h | h
      · exact hf (round f) (by linarith)
      · exact hf (round f - 1) (by push_cast; linarith)
    -- the same level stays lowest in a neighbourhood of `f`
    have hopen : IsOpen {x : ℝ | |x - round f| < 1 / 2} :=
      isOpen_lt (by fun_prop) continuous_const
    refine (level_hasDerivAt (round f) f).congr_of_eventuallyEq ?_
    filter_upwards [hopen.mem_nhds hlt] with x hx
    exact groundEnergy_eq_level (le_of_lt hx)
  refine ⟨⟨fun hd k hk => ?_, fun hf => (key hf).differentiableAt⟩, key⟩
  -- at a crossing the two one-sided slopes would have to agree
  have e : f = (k : ℝ) + 1 / 2 := by linarith
  rw [e] at hd
  obtain ⟨hl, hr⟩ := groundEnergy_cusp k
  have h1 := (uniqueDiffOn_Iic ((k : ℝ) + 1 / 2) _ (mem_Iic.mpr le_rfl)).eq_deriv _
    hd.hasDerivAt.hasDerivWithinAt hl
  have h2 := (uniqueDiffOn_Ici ((k : ℝ) + 1 / 2) _ (mem_Ici.mpr le_rfl)).eq_deriv _
    hd.hasDerivAt.hasDerivWithinAt hr
  linarith

end

end RingFluxGroundEnergy
```

If f − 1/2 is not an integer, then |f − n| < 1/2 for n = `round f`. This strict inequality persists near f, so E coincides there with Eₙ and has slope f − n. If f = k + 1/2, a derivative would have to equal both one-sided slopes, 1/2 and −1/2, which is impossible.

For this single non-interacting particle, the zero-temperature current therefore jumps at half-integer flux. A symmetric finite difference of E centred there returns zero, which is neither one-sided slope.

```lean
#print axioms RingFluxGroundEnergy.groundEnergy_eq_level
#print axioms RingFluxGroundEnergy.groundEnergy_periodic
#print axioms RingFluxGroundEnergy.groundEnergy_le
#print axioms RingFluxGroundEnergy.groundEnergy_differentiableAt_iff
```

```
'RingFluxGroundEnergy.groundEnergy_eq_level' depends on axioms: [propext, Classical.choice, Quot.sound]
'RingFluxGroundEnergy.groundEnergy_periodic' depends on axioms: [propext, Classical.choice, Quot.sound]
'RingFluxGroundEnergy.groundEnergy_le' depends on axioms: [propext, Classical.choice, Quot.sound]
'RingFluxGroundEnergy.groundEnergy_differentiableAt_iff' depends on axioms: [propext, Classical.choice, Quot.sound]
```
